# A Raman profile that is a product of two equally damped Lorentzians has two maxima exactly when their spacing exceeds twice the damping

Tune a laser through an electronic absorption and record the intensity of one Raman line. The excited state offers a resonance at energy E and, one vibrational quantum W higher, another at E + W. Both are broadened by a damping G. Does the recorded profile show two peaks or one, and how does it compare with a profile that ignores the vibrational energy in the resonance factors?

## Any real E: the profiles as squared amplitudes

Let w be the photon energy, in the same units as E, W and G. A damped level contributes the factor 1/(E − w − iG), whose squared modulus is the Lorentzian

L(w − E) = 1/((w − E)² + G²).

The adiabatic amplitude is this factor squared, which is what differentiating the factor along a vibration that shifts E gives, up to a prefactor. The vibronic amplitude is the product of the factors at E and E + W. The profiles are therefore L(w − E)² and L(w − E) L(w − E − W).

The product arises in an actual calculation. For one weakly displaced mode of unchanged frequency and a constant transition dipole, the resonant part of the sum over vibrational levels for the fundamental line reduces, to lowest order in the displacement and up to a constant factor, to two terms of opposite sign:

1/(E − w − iG) − 1/(E + W − w − iG) = W / ((E − w − iG)(E + W − w − iG)).

In Lean all parameters are real numbers, and only `resonance` is complex. Prefactors such as dipoles, displacement and scattered-frequency powers are set to one, and both levels have the same damping. The frequency powers vary with w, so the results below are for the recorded intensity divided by them. No condition is placed on E, which only shifts the energy axis.

```lean
import Mathlib

open Filter Topology

namespace RamanExcitationProfile

noncomputable section

/-- The Lorentzian `L(x) = 1/(x² + G²)` with damping `G`, for `x` and `G` not both zero. -/
def lorentz (G x : ℝ) : ℝ := 1 / (x ^ 2 + G ^ 2)

/-- The damped resonance factor `1/(E - w - iG)` of a level at energy `E` for photon energy `w`,
for `w ≠ E` or `G ≠ 0`. -/
def resonance (E G w : ℝ) : ℂ := 1 / (((E - w : ℝ) : ℂ) - (G : ℂ) * Complex.I)

/-- The adiabatic Raman profile `L(w - E)²`, for `G ≠ 0` or `w ≠ E`. -/
def adiabatic (E G w : ℝ) : ℝ := lorentz G (w - E) ^ 2

/-- The vibronic Raman profile `L(w - E) L(w - E - W)` with vibrational quantum `W`,
for `G ≠ 0` or `w` different from `E` and `E + W`. -/
def vibronic (E W G w : ℝ) : ℝ := lorentz G (w - E) * lorentz G (w - E - W)
```

The first theorem computes the squared modulus as real part squared plus imaginary part squared. The second uses that the modulus of a product is the product of the moduli.

```lean
variable {E W G w : ℝ}

/-- The squared modulus of a damped resonance factor is a Lorentzian. -/
theorem norm_sq_resonance (E G w : ℝ) : ‖resonance E G w‖ ^ 2 = lorentz G (w - E) := by
  rw [Complex.sq_norm, resonance, map_div₀, map_one, lorentz]
  congr 1
  simp [Complex.normSq_apply]
  ring

/-- The adiabatic profile is the squared modulus of the square of the resonance factor at `E`; the
vibronic profile is that of the product of the factors at `E` and `E + W`. -/
theorem profiles_eq_norm_sq (E W G w : ℝ) :
    adiabatic E G w = ‖resonance E G w * resonance E G w‖ ^ 2 ∧
    vibronic E W G w = ‖resonance E G w * resonance (E + W) G w‖ ^ 2 := by
  constructor
  · rw [norm_mul, mul_pow, norm_sq_resonance, adiabatic, sq]
  · rw [norm_mul, mul_pow, norm_sq_resonance, norm_sq_resonance, vibronic, ← sub_sub]
```

## W > 0: the second resonance lies higher

The hypothesis `hW` says that the vibrational quantum is positive. By hand, it enters the comparison after the common factor L(w − E) > 0 is divided out. The adiabatic profile is larger exactly when (w − E)² < (w − E − W)², and

(w − E − W)² − (w − E)² = 2W(E + W/2 − w).

Since W > 0, the sign is that of E + W/2 − w, so the adiabatic profile wins exactly for w < E + W/2. This compares the profiles with unit prefactors; with a different relative scale they would not cross at E + W/2, and might not cross at all.

For W = 0 the two profiles coincide and neither exceeds the other. For W < 0 the inequality between w and E + W/2 reverses.

In the proof, `h1` removes the common factor, `one_div_lt_one_div` passes to the denominators, and the last two `nlinarith` calls multiply W by the distance from the midpoint.

```lean
/-- For positive damping and vibrational quantum, the adiabatic profile exceeds the vibronic one
exactly when the photon energy lies below `E + W/2`. -/
theorem vibronic_lt_adiabatic_iff (hG : 0 < G) (hW : 0 < W) :
    vibronic E W G w < adiabatic E G w ↔ w < E + W / 2 := by
  have hL : 0 < lorentz G (w - E) := by unfold lorentz; positivity
  -- the common factor `L(w - E)` drops out
  have h1 : vibronic E W G w < adiabatic E G w ↔
      lorentz G (w - E - W) < lorentz G (w - E) := by
    unfold vibronic adiabatic
    exact ⟨fun h => by nlinarith, fun h => by nlinarith⟩
  rw [h1, lorentz, lorentz, one_div_lt_one_div (by positivity) (by positivity)]
  constructor
  · intro h
    by_contra hn
    nlinarith [mul_nonneg hW.le (sub_nonneg.2 (not_lt.1 hn))]
  · intro h
    nlinarith [mul_pos hW (sub_pos.2 h)]
```

## G > 0: finite peaks

The damping G is the half-width at half-maximum of each Lorentzian and stands for the finite lifetime and dephasing of the excited level. It keeps the denominators positive. Put c = E + W/2, u = w − c and k = W²/4 − G². Then

((u + W/2)² + G²)((u − W/2)² + G²)
= u⁴ − 2ku² + (W²/4 + G²)²
= (u² − k)² + W²G².

The last step uses (W²/4 + G²)² = k² + W²G². Because W²G² > 0, a larger profile means a smaller square (u² − k)². At a local maximum of the profile this square has a local minimum, so its derivative 4u(u² − k) vanishes, giving u = 0 or u² = k.

With G = 0 the physical profiles diverge at resonance; Lean's division by zero gives 0 there, and the comparison fails at w = E. A negative G would spoil the peak criterion: G = −W satisfies 2G < W, yet the profile, which contains only G², has one maximum.

`vibronic_eq` is the completed square, `vibronic_le_iff` reverses the comparison, and `isLocalMax_cases` sets the derivative to zero.

```lean
/-- The vibronic profile with its denominator written as a completed square about the
midpoint `E + W/2`. -/
theorem vibronic_eq (E W G w : ℝ) : vibronic E W G w =
    1 / (((w - (E + W / 2)) ^ 2 - (W ^ 2 / 4 - G ^ 2)) ^ 2 + W ^ 2 * G ^ 2) := by
  rw [vibronic, lorentz, lorentz, div_mul_div_comm, one_mul]
  congr 1
  ring

/-- For positive `G` and `W`, comparing the vibronic profile at two photon energies amounts to
comparing the completed squares in reverse order. -/
theorem vibronic_le_iff (hG : 0 < G) (hW : 0 < W) (v w : ℝ) :
    vibronic E W G v ≤ vibronic E W G w ↔
      ((w - (E + W / 2)) ^ 2 - (W ^ 2 / 4 - G ^ 2)) ^ 2 ≤
        ((v - (E + W / 2)) ^ 2 - (W ^ 2 / 4 - G ^ 2)) ^ 2 := by
  rw [vibronic_eq E W G v, vibronic_eq E W G w,
    one_div_le_one_div (by positivity) (by positivity)]
  constructor <;> intro h <;> linarith

/-- For positive `G` and `W`, a local maximum of the vibronic profile lies at the midpoint
`E + W/2` or at a squared distance `W²/4 - G²` from it. -/
theorem isLocalMax_cases (hG : 0 < G) (hW : 0 < W) (h : IsLocalMax (vibronic E W G) w) :
    w = E + W / 2 ∨ (w - (E + W / 2)) ^ 2 = W ^ 2 / 4 - G ^ 2 := by
  have h' : ∀ᶠ v in 𝓝 w, vibronic E W G v ≤ vibronic E W G w := h
  have hmin : IsLocalMin
      (fun v : ℝ => ((v - (E + W / 2)) ^ 2 - (W ^ 2 / 4 - G ^ 2)) ^ 2) w :=
    h'.mono fun v hv => (vibronic_le_iff hG hW v w).1 hv
  have hd : HasDerivAt (fun v : ℝ => ((v - (E + W / 2)) ^ 2 - (W ^ 2 / 4 - G ^ 2)) ^ 2)
      (4 * ((w - (E + W / 2)) ^ 2 - (W ^ 2 / 4 - G ^ 2)) * (w - (E + W / 2))) w := by
    have h1 := ((((hasDerivAt_id' w).sub_const (E + W / 2)).fun_pow 2).sub_const
      (W ^ 2 / 4 - G ^ 2)).fun_pow 2
    exact h1.congr_deriv (by push_cast; ring)
  -- the derivative vanishes at the extremum
  rcases mul_eq_zero.1 (hmin.hasDerivAt_eq_zero hd) with h1 | h1
  · right; linarith
  · left; linarith
```

## W ≤ 2G: overlapping resonances

Here the spacing does not exceed the full width 2G of a single Lorentzian, and k ≤ 0. For u ≠ 0,

(u² − k)² − k² = u⁴ − 2ku² > 0,

so the profile is strictly largest at c. The alternative u² = k ≤ 0 also forces u = 0, so there is no other local maximum. In the proof, `hlt` is the strict inequality, and `isLocalMax_cases` supplies the uniqueness.

In the limiting case W = 2G, k vanishes and the profile is 1/(u⁴ + 4G⁴), a single peak with a quartic top.

```lean
/-- If `0 < W ≤ 2G`, the vibronic profile has exactly one local maximum, at `E + W/2`, and it is
strictly smaller at every other photon energy. -/
theorem single_maximum (hG : 0 < G) (hW : 0 < W) (hWG : W ≤ 2 * G) :
    (∀ w, IsLocalMax (vibronic E W G) w ↔ w = E + W / 2) ∧
    ∀ w, w ≠ E + W / 2 → vibronic E W G w < vibronic E W G (E + W / 2) := by
  have hk : W ^ 2 / 4 - G ^ 2 ≤ 0 := by nlinarith
  have hlt : ∀ w, w ≠ E + W / 2 → vibronic E W G w < vibronic E W G (E + W / 2) := by
    intro w hw
    have hu : 0 < (w - (E + W / 2)) ^ 2 := by
      have := sub_ne_zero.2 hw
      positivity
    rw [← not_le, vibronic_le_iff hG hW, not_le]
    nlinarith [mul_pos hu hu, mul_nonneg hu.le (neg_nonneg.2 hk)]
  refine ⟨fun w => ⟨fun h => ?_, fun h => ?_⟩, hlt⟩
  · rcases isLocalMax_cases hG hW h with h1 | h1
    · exact h1
    · have h2 : (w - (E + W / 2)) ^ 2 = 0 := le_antisymm (h1.le.trans hk) (sq_nonneg _)
      exact sub_eq_zero.1 (pow_eq_zero_iff two_ne_zero |>.1 h2)
  · subst h
    refine Eventually.of_forall fun v => ?_
    by_cases hv : v = E + W / 2
    · rw [hv]
    · exact (hlt v hv).le
```

## W > 2G: resolved resonances

Now k > 0. For 0 < t² ≤ k,

(t² − k)² − k² = t²(t² − 2k) < 0,

so a small step t away from c raises the profile, and c is a dip. At u = ±√k the square is zero, its least possible value. The local maxima are therefore c ± √k, both of height 1/(W²G²).

With W = 1000 cm⁻¹ and G = 300 cm⁻¹, √k is 400 cm⁻¹, and the peaks lie at E + 100 and E + 900 cm⁻¹. In this one-mode, two-level model, reading the vibrational quantum off the peak spacing would give 800 cm⁻¹, which is too small.

`two_maxima` excludes the midpoint by choosing t inside any proposed neighbourhood, then factors u² − k. `IsGreatest` in `peak_height` means that the value is attained and never exceeded.

```lean
/-- If `W > 2G > 0`, the local maxima of the vibronic profile are exactly the two photon energies
`E + W/2 ± √(W²/4 - G²)`. -/
theorem two_maxima (hG : 0 < G) (hWG : 2 * G < W) (w : ℝ) :
    IsLocalMax (vibronic E W G) w ↔
      w = E + W / 2 - √(W ^ 2 / 4 - G ^ 2) ∨ w = E + W / 2 + √(W ^ 2 / 4 - G ^ 2) := by
  have hW : 0 < W := by linarith
  have hk : 0 < W ^ 2 / 4 - G ^ 2 := by nlinarith
  have hs := Real.sq_sqrt hk.le
  have hs0 := Real.sqrt_pos.2 hk
  constructor
  · intro h
    rcases isLocalMax_cases hG hW h with h1 | h1
    · -- the midpoint is a dip: a small step `t` away from it raises the profile
      exfalso
      subst h1
      have h' : ∀ᶠ v in 𝓝 (E + W / 2),
          vibronic E W G v ≤ vibronic E W G (E + W / 2) := h
      obtain ⟨ε, hε, hb⟩ := Metric.eventually_nhds_iff.1 h'
      obtain ⟨t, ht, ht1, ht2⟩ : ∃ t, 0 < t ∧ t ≤ ε / 2 ∧ t ≤ √(W ^ 2 / 4 - G ^ 2) :=
        ⟨min (ε / 2) _, lt_min (by positivity) hs0, min_le_left _ _, min_le_right _ _⟩
      have hd : dist (E + W / 2 + t) (E + W / 2) < ε := by
        rw [Real.dist_eq, add_sub_cancel_left, abs_of_pos ht]
        linarith
      have hq := (vibronic_le_iff hG hW _ _).1 (hb hd)
      rw [add_sub_cancel_left, sub_self] at hq
      have ht3 : t ^ 2 ≤ W ^ 2 / 4 - G ^ 2 := by nlinarith
      nlinarith [mul_pos (pow_pos ht 2) hk,
        mul_nonneg (pow_pos ht 2).le (sub_nonneg.2 ht3)]
    · have h2 : (w - (E + W / 2) + √(W ^ 2 / 4 - G ^ 2)) *
          (w - (E + W / 2) - √(W ^ 2 / 4 - G ^ 2)) = 0 := by
        linear_combination h1 - hs
      rcases mul_eq_zero.1 h2 with h3 | h3
      · left; linarith
      · right; linarith
  · intro h
    have hw : (w - (E + W / 2)) ^ 2 = W ^ 2 / 4 - G ^ 2 := by
      rcases h with h | h <;> rw [h] <;> linear_combination hs
    refine Eventually.of_forall fun v => (vibronic_le_iff hG hW v w).2 ?_
    rw [hw, sub_self, zero_pow two_ne_zero]
    exact sq_nonneg _

/-- If `W > 2G > 0`, the greatest value of the vibronic profile is `1/(W²G²)`. -/
theorem peak_height (hG : 0 < G) (hWG : 2 * G < W) :
    IsGreatest (Set.range (vibronic E W G)) (1 / (W ^ 2 * G ^ 2)) := by
  have hW : 0 < W := by linarith
  have hk : 0 < W ^ 2 / 4 - G ^ 2 := by nlinarith
  constructor
  · refine ⟨E + W / 2 + √(W ^ 2 / 4 - G ^ 2), ?_⟩
    rw [vibronic_eq, add_sub_cancel_left, Real.sq_sqrt hk.le, sub_self,
      zero_pow two_ne_zero, zero_add]
  · rintro _ ⟨v, rfl⟩
    rw [vibronic_eq]
    exact one_div_le_one_div_of_le (by positivity) (le_add_of_nonneg_left (sq_nonneg _))
```

The last theorem counts the local maxima with `ncard`. If W ≤ 2G the set has one element; if W > 2G it has two, distinct because √k > 0.

```lean
/-- For positive `G` and `W`, the vibronic profile has exactly two local maxima if and only if
the vibrational quantum exceeds twice the damping, `W > 2G`. -/
theorem two_maxima_iff (hG : 0 < G) (hW : 0 < W) :
    {w | IsLocalMax (vibronic E W G) w}.ncard = 2 ↔ 2 * G < W := by
  constructor
  · intro h
    by_contra hn
    have hset : {w | IsLocalMax (vibronic E W G) w} = {E + W / 2} := by
      ext w
      exact (single_maximum hG hW (not_lt.1 hn)).1 w
    rw [hset, Set.ncard_singleton] at h
    omega
  · intro h
    have hset : {w | IsLocalMax (vibronic E W G) w} =
        {E + W / 2 - √(W ^ 2 / 4 - G ^ 2), E + W / 2 + √(W ^ 2 / 4 - G ^ 2)} := by
      ext w
      exact two_maxima hG h w
    have hs0 : 0 < √(W ^ 2 / 4 - G ^ 2) := Real.sqrt_pos.2 (by nlinarith)
    rw [hset]
    exact Set.ncard_pair (ne_of_lt (by linarith))

end

end RamanExcitationProfile
```

```lean
#print axioms RamanExcitationProfile.profiles_eq_norm_sq
#print axioms RamanExcitationProfile.vibronic_lt_adiabatic_iff
#print axioms RamanExcitationProfile.peak_height
#print axioms RamanExcitationProfile.two_maxima_iff
```

```
'RamanExcitationProfile.profiles_eq_norm_sq' depends on axioms: [propext, Classical.choice, Quot.sound]
'RamanExcitationProfile.vibronic_lt_adiabatic_iff' depends on axioms: [propext, Classical.choice, Quot.sound]
'RamanExcitationProfile.peak_height' depends on axioms: [propext, Classical.choice, Quot.sound]
'RamanExcitationProfile.two_maxima_iff' depends on axioms: [propext, Classical.choice, Quot.sound]
```
